# Rearranging the free-particle NESC iteration gives convergence from every nonnegative start

Let t = p²/(4m²c²) for a free Dirac particle of mass m and momentum p ≠ 0. The direct update x ↦ 1 − t x² has slope of modulus above 1 at its positive fixed point u exactly when t > 3/4, that is, when |p| > √3 mc. The rearranged update x ↦ 1/(1 + t x) converges to u from every x ≥ 0.

NESC stands for normalized elimination of the small component. In this free, one-channel model both updates are locally stable at u when 0 < t < 3/4, and only the rearranged one is when t > 3/4; potentials and matrix-valued NESC equations are not covered.

```lean
import Mathlib

open Filter Topology

namespace FreeParticleNESC

noncomputable section
```

The candidate for u is 2/(1 + s), where s = √(1 + 4t).

```lean
/-- The closed form `2 / (1 + √(1 + 4t))` for the free-particle ratio `X`. -/
def nescRoot (t : ℝ) : ℝ := 2 / (1 + √(1 + 4 * t))
```

The two updates are real functions.

```lean
/-- The direct update `X ↦ 1 - t X²`. -/
def steepStep (t x : ℝ) : ℝ := 1 - t * x ^ 2

/-- The rearranged update `X ↦ 1 / (1 + t X)`, meant for `1 + t X ≠ 0`. -/
def dampedStep (t x : ℝ) : ℝ := 1 / (1 + t * x)
```

Below, xₙ is the n-th iterate of x₀ = x under the update named in the part. Lean writes it `(steepStep t)^[n] x` or `(dampedStep t)^[n] x`; `Tendsto … atTop (𝓝 a)` means convergence to a as n → ∞.

### (a) Eliminating the energy

In one helicity channel σ·p acts as the real number p. The large component is φ ≠ 0, the small one is χ = (p/2mc)Xφ, and E excludes the rest energy. Show that

cpχ = Eφ and cpφ − 2mc²χ = Eχ

hold exactly when

E = (p²/2m)X and X = 1 − tX².

**Solution.** Dividing the first equation by φ gives E = (p²/2m)X. Dividing the second by cpφ gives 1 − X = EX/(2mc²) = tX². Both steps reverse, since m, c, p and φ are nonzero. Lean does the same with k = p/(2mc). The amplitudes are unnormalised; unit norm means φ² = 1/(1 + tX²).

```lean
/-- In a helicity channel with momentum `p`, the amplitudes `φ` and `(p/2mc) X φ` solve the free
Dirac equations with energy `E` (rest energy subtracted) exactly when `E = (p²/2m) X` and
`X = 1 - t X²` with `t = p²/(4m²c²)`. -/
theorem dirac_iff_ratio_equation {m c p φ : ℝ} (hm : m ≠ 0) (hc : c ≠ 0) (hp : p ≠ 0)
    (hφ : φ ≠ 0) (E X : ℝ) :
    (c * p * (p / (2 * m * c) * X * φ) = E * φ ∧
      c * p * φ - 2 * m * c ^ 2 * (p / (2 * m * c) * X * φ) = E * (p / (2 * m * c) * X * φ)) ↔
    (E = p ^ 2 / (2 * m) * X ∧ X = 1 - p ^ 2 / (4 * m ^ 2 * c ^ 2) * X ^ 2) := by
  obtain ⟨k, hkd⟩ : ∃ k, k = p / (2 * m * c) := ⟨_, rfl⟩
  have hk : p = 2 * m * c * k := by rw [hkd]; field_simp
  have h1 : p ^ 2 / (2 * m) = c * p * k := by
    rw [div_eq_iff (mul_ne_zero two_ne_zero hm)]
    linear_combination p * hk
  have h2 : p ^ 2 / (4 * m ^ 2 * c ^ 2) = k ^ 2 := by rw [hkd]; ring
  rw [h1, h2, ← hkd]
  constructor
  · rintro ⟨e1, e2⟩
    have hE : E = c * p * k * X := mul_right_cancel₀ hφ (by linear_combination -e1)
    refine ⟨hE, mul_left_cancel₀ (mul_ne_zero (mul_ne_zero hc hp) hφ) ?_⟩
    linear_combination -e2 + c * X * φ * hk - k * X * φ * hE
  · rintro ⟨hE, hX⟩
    constructor
    · linear_combination -φ * hE
    · linear_combination -(c * p * φ) * hX + c * X * φ * hk - k * X * φ * hE
```

### (b) Checking the closed form

For t > 0, show that u = 2/(1 + s) is positive and satisfies

u = 1 − tu² and 2tu = s − 1.

**Solution.** Positivity is clear. From 4t = (s − 1)(s + 1) we get 2tu = 4t/(1 + s) = s − 1. Hence tu² = u(s − 1)/2 = (s − 1)/(s + 1) = 1 − u. Lean combines u(1 + s) = 2 with s² = 1 + 4t.

```lean
/-- The closed form is positive, solves `u = 1 - t u²`, and obeys `2 t u = √(1 + 4t) - 1`. -/
theorem nescRoot_spec {t : ℝ} (ht : 0 < t) :
    0 < nescRoot t ∧ nescRoot t = 1 - t * nescRoot t ^ 2 ∧
      2 * t * nescRoot t = √(1 + 4 * t) - 1 := by
  have hs : √(1 + 4 * t) ^ 2 = 1 + 4 * t := Real.sq_sqrt (by linarith)
  have hpos : 0 < 1 + √(1 + 4 * t) := by positivity
  have e : nescRoot t * (1 + √(1 + 4 * t)) = 2 := div_mul_cancel₀ _ hpos.ne'
  refine ⟨div_pos two_pos hpos, ?_, ?_⟩
  · linear_combination (1 / 4) * (nescRoot t * √(1 + 4 * t) + 2 - nescRoot t) * e
      - (1 / 4) * nescRoot t ^ 2 * hs
  · linear_combination (√(1 + 4 * t) - 1) / 2 * e - nescRoot t / 2 * hs
```

### (c) Only one positive root

Show that x > 0 and x = 1 − tx² hold together exactly when x = u.

**Solution.** Subtracting the equations for x and u gives

(x − u)(1 + t(x + u)) = 0.

The second factor is positive, so x = u. The converse is (b).

```lean
/-- For `t > 0` the equation `x = 1 - t x²` has exactly one positive solution, `nescRoot t`. -/
theorem positive_root_iff {t : ℝ} (ht : 0 < t) (x : ℝ) :
    (0 < x ∧ x = 1 - t * x ^ 2) ↔ x = nescRoot t := by
  obtain ⟨hu0, hu, -⟩ := nescRoot_spec ht
  constructor
  · rintro ⟨hx0, hx⟩
    have hpos : 0 < 1 + t * (x + nescRoot t) := by positivity
    have h : (x - nescRoot t) * (1 + t * (x + nescRoot t)) = 0 := by
      linear_combination hx - hu
    exact sub_eq_zero.1 ((mul_eq_zero.1 h).resolve_right hpos.ne')
  · rintro rfl
    exact ⟨hu0, hu⟩
```

### (d) Direct orbits above the threshold

Let t > 3/4, and suppose the direct orbit converges to u. Show that x_N = u for some N.

**Solution.** One cycle gives

xₙ₊₁ − u = −t(xₙ + u)(xₙ − u).

Here t(xₙ + u) → 2tu = s − 1 > 1, so from some N on the error never shrinks: |x_N − u| ≤ |xₙ − u| for n ≥ N (`mono`). Letting n → ∞ gives |x_N − u| ≤ 0. Other orbits fail to converge to u, but they need not be unbounded.

```lean
/-- For `t > 3/4` an orbit of the direct update converges to the root only if it lands
exactly on the root after finitely many cycles. -/
theorem steep_converges_only_by_hitting {t : ℝ} (ht : 3 / 4 < t) (x : ℝ)
    (h : Tendsto (fun n => (steepStep t)^[n] x) atTop (𝓝 (nescRoot t))) :
    ∃ N, (steepStep t)^[N] x = nescRoot t := by
  obtain ⟨-, hu, hs⟩ := nescRoot_spec (show 0 < t by linarith)
  have h2 : 2 < √(1 + 4 * t) := (Real.lt_sqrt (by norm_num)).2 (by linarith)
  have hgt : 1 < t * (nescRoot t + nescRoot t) := by linarith
  -- from some cycle on, the error is multiplied by a factor of modulus above one
  obtain ⟨N, hN⟩ := eventually_atTop.1
    (((h.add_const (nescRoot t)).const_mul t).eventually (lt_mem_nhds hgt))
  have mono : ∀ k, |(steepStep t)^[N] x - nescRoot t| ≤
      |(steepStep t)^[k + N] x - nescRoot t| := by
    intro k
    induction k with
    | zero => rw [Nat.zero_add]
    | succ k ih =>
      have hk := hN (k + N) (by omega)
      rw [show k + 1 + N = (k + N) + 1 by omega, Function.iterate_succ_apply']
      have e : steepStep t ((steepStep t)^[k + N] x) - nescRoot t =
          -(t * ((steepStep t)^[k + N] x + nescRoot t) *
            ((steepStep t)^[k + N] x - nescRoot t)) := by
        simp only [steepStep]
        linear_combination -hu
      rw [e, abs_neg, abs_mul]
      exact ih.trans (le_mul_of_one_le_left (abs_nonneg _) (hk.le.trans (le_abs_self _)))
  have hle := ge_of_tendsto'
    ((h.comp (tendsto_add_atTop_nat N)).sub_const (nescRoot t)).abs mono
  rw [sub_self, abs_zero] at hle
  exact ⟨N, sub_eq_zero.1 (abs_nonpos_iff.1 hle)⟩
```

### (e) An oscillating start

For t = 1 and x = 1, show that the direct update gives

x₂ₙ = 1 and x₂ₙ₊₁ = 0.

**Solution.** 1 − 1² = 0 and 1 − 0² = 1; induct on n.

```lean
/-- At `t = 1` the direct update started from `X = 1` alternates between `1` and `0`. -/
theorem steep_two_cycle (n : ℕ) :
    (steepStep 1)^[2 * n] 1 = 1 ∧ (steepStep 1)^[2 * n + 1] 1 = 0 := by
  have h : (steepStep 1)^[2 * n] 1 = 1 := by
    induction n with
    | zero => rfl
    | succ n ih =>
      rw [show 2 * (n + 1) = 2 * n + 1 + 1 by omega, Function.iterate_succ_apply',
        Function.iterate_succ_apply', ih]
      norm_num [steepStep]
  refine ⟨h, ?_⟩
  rw [Function.iterate_succ_apply', h]
  norm_num [steepStep]
```

### (f) Nonnegative iterates

From here to the error bound, xₙ belongs to the rearranged update, with t > 0 and x ≥ 0. Show that xₙ ≥ 0.

**Solution.** If xₙ ≥ 0, then 1 + txₙ > 0, so xₙ₊₁ > 0.

```lean
/-- The rearranged update keeps a nonnegative ratio nonnegative. -/
theorem damped_nonneg {t x : ℝ} (ht : 0 < t) (hx : 0 ≤ x) (n : ℕ) :
    0 ≤ (dampedStep t)^[n] x := by
  induction n with
  | zero => exact hx
  | succ n ih =>
    rw [Function.iterate_succ_apply']
    unfold dampedStep at ih ⊢
    positivity
```

### (g) An exact error law

Show that

(xₙ − u)(1 + tux) = (−(1 − u))ⁿ(x − u)(1 + tuxₙ).

**Solution.** Put y = xₙ and z = 1/(1 + ty). Since 1 − u = tu² and 1 + tu = 1/u,

z − u = −tu(y − u)/(1 + ty),

1 + tuz = (1 + tuy)/(u(1 + ty)).

Dividing,

(z − u)/(1 + tuz) = −(1 − u)(y − u)/(1 + tuy).

This is `step` with denominators cleared; induction gives the power.

```lean
/-- Exact error law: `(x - u)/(1 + t u x)` is multiplied by `-(1 - u)` in each rearranged
cycle, written here without denominators. -/
theorem damped_error_law {t x : ℝ} (ht : 0 < t) (hx : 0 ≤ x) (n : ℕ) :
    ((dampedStep t)^[n] x - nescRoot t) * (1 + t * nescRoot t * x) =
      (-(1 - nescRoot t)) ^ n * (x - nescRoot t) *
        (1 + t * nescRoot t * (dampedStep t)^[n] x) := by
  obtain ⟨hu0, hu, -⟩ := nescRoot_spec ht
  induction n with
  | zero => simp only [Function.iterate_zero, id_eq, pow_zero, one_mul]
  | succ n ih =>
    have hy := damped_nonneg ht hx n
    rw [Function.iterate_succ_apply']
    generalize (dampedStep t)^[n] x = y at ih hy ⊢
    have hz : dampedStep t y * (1 + t * y) = 1 :=
      div_mul_cancel₀ _ (by positivity)
    generalize dampedStep t y = z at hz ⊢
    generalize nescRoot t = u at hu0 hu ih ⊢
    -- one cycle of the error law
    have step : (z - u) * (1 + t * u * y) = -(1 - u) * (y - u) * (1 + t * u * z) := by
      linear_combination (u + t * u ^ 3) * hz - z * (1 + t * u ^ 2) * hu
        - (y - u) * (1 + t * u * z) * hu
    have hB : 1 + t * u * y ≠ 0 := by positivity
    apply mul_right_cancel₀ hB
    rw [pow_succ]
    linear_combination (1 + t * u * x) * step - (1 - u) * (1 + t * u * z) * ih
```

### (h) A geometric bound

Show that

|xₙ − u| ≤ (1 − u)ⁿ|x − u|/u.

**Solution.** For n = 0 use u < 1. For n ≥ 1 we have xₙ ≤ 1, so (1 + tuxₙ)/(1 + tux) ≤ 1 + tu = 1/u. Take absolute values in (g).

```lean
/-- From any `x ≥ 0`, the error after `n` rearranged cycles is at most
`(1 - u)ⁿ |x - u| / u`. -/
theorem damped_error_bound {t x : ℝ} (ht : 0 < t) (hx : 0 ≤ x) (n : ℕ) :
    |(dampedStep t)^[n] x - nescRoot t| ≤
      (1 - nescRoot t) ^ n * |x - nescRoot t| / nescRoot t := by
  obtain ⟨hu0, hu, -⟩ := nescRoot_spec ht
  have htu : 0 < t * nescRoot t ^ 2 := by positivity
  have hq : 0 < 1 - nescRoot t := by linarith
  rw [le_div_iff₀ hu0]
  cases n with
  | zero =>
    rw [pow_zero, one_mul]
    exact mul_le_of_le_one_right (abs_nonneg _) (by linarith)
  | succ n =>
    have hlaw := congrArg abs (damped_error_law ht hx (n + 1))
    have hy := damped_nonneg ht hx (n + 1)
    have hy1 : (dampedStep t)^[n + 1] x ≤ 1 := by
      have h0 := mul_nonneg ht.le (damped_nonneg ht hx n)
      rw [Function.iterate_succ_apply']
      exact (div_le_one (by linarith)).2 (by linarith)
    generalize (dampedStep t)^[n + 1] x = y at hlaw hy hy1 ⊢
    generalize nescRoot t = u at hu0 hu htu hq hlaw ⊢
    have hA : 0 ≤ t * u * x := by positivity
    have hB : 0 < 1 + t * u * y := by positivity
    rw [abs_mul, abs_mul, abs_mul, abs_pow, abs_neg, abs_of_pos hq, abs_of_pos hB,
      abs_of_pos (show 0 < 1 + t * u * x by linarith)] at hlaw
    have huB : u * (1 + t * u * y) ≤ 1 := by
      have := mul_le_of_le_one_right htu.le hy1
      linarith
    calc |y - u| * u ≤ |y - u| * (1 + t * u * x) * u :=
          mul_le_mul_of_nonneg_right
            (le_mul_of_one_le_right (abs_nonneg _) (by linarith)) hu0.le
      _ = (1 - u) ^ (n + 1) * |x - u| * (u * (1 + t * u * y)) := by rw [hlaw]; ring
      _ ≤ (1 - u) ^ (n + 1) * |x - u| := mul_le_of_le_one_right (by positivity) huB
```

### (i) Slope and convergence

For t > 0, show that the direct update f satisfies

|f′(u)| > 1 ⇔ t > 3/4,

and that the rearranged update has xₙ → u for every x ≥ 0.

**Solution.** f′(u) = −2tu, so |f′(u)| = s − 1. This exceeds 1 exactly when s > 2, that is, when 1 + 4t > 4. For the second claim, 0 < 1 − u < 1, so the bound in (h) tends to zero; `squeeze_zero` finishes.

```lean
/-- For `t > 0` the direct update has slope of modulus above one at the root exactly when
`t > 3/4`, while the rearranged update converges to the root from every `x ≥ 0`. -/
theorem rearrangement_cures_divergence {t : ℝ} (ht : 0 < t) :
    (1 < |deriv (steepStep t) (nescRoot t)| ↔ 3 / 4 < t) ∧
      ∀ x, 0 ≤ x → Tendsto (fun n => (dampedStep t)^[n] x) atTop (𝓝 (nescRoot t)) := by
  obtain ⟨hu0, hu, hs⟩ := nescRoot_spec ht
  have htu : 0 < t * nescRoot t := by positivity
  have htu2 : 0 < t * nescRoot t ^ 2 := by positivity
  constructor
  · have e : steepStep t = fun y => 1 - t * (y * y) := by
      funext y
      simp only [steepStep]
      ring
    have hd : HasDerivAt (steepStep t) (-(2 * t * nescRoot t)) (nescRoot t) := by
      rw [e]
      exact ((((hasDerivAt_id' (nescRoot t)).fun_mul
        (hasDerivAt_id' (nescRoot t))).const_mul t).const_sub 1).congr_deriv (by ring)
    rw [hd.deriv, abs_neg, abs_of_pos (by linarith), hs]
    have key : 2 < √(1 + 4 * t) ↔ (2 : ℝ) ^ 2 < 1 + 4 * t := Real.lt_sqrt (by norm_num)
    constructor
    · intro h
      have := key.1 (by linarith)
      linarith
    · intro h
      have := key.2 (by linarith)
      linarith
  · intro x hx
    -- the geometric error bound tends to zero
    have hpow := tendsto_pow_atTop_nhds_zero_of_lt_one
      (show 0 ≤ 1 - nescRoot t by linarith) (show 1 - nescRoot t < 1 by linarith)
    have hb := (hpow.mul_const |x - nescRoot t|).div_const (nescRoot t)
    rw [zero_mul, zero_div] at hb
    rw [tendsto_iff_dist_tendsto_zero]
    refine squeeze_zero (fun n => dist_nonneg) (fun n => ?_) hb
    rw [Real.dist_eq]
    exact damped_error_bound ht hx n
```

Take t = 2, so s = 3 and u = 1/2. The direct update sends 0.6 to 0.28, and the error goes from 0.1 to −0.22, growing in modulus. Started from x = 1, the rearranged update gives the iterates 1, 1/3, 3/5, 5/11, with errors 1/2, −1/6, 1/10, −1/22.

### (j) The limiting energy

For m, c > 0, p ≠ 0 and x ≥ 0, show that the rearranged iterates satisfy

(p²/2m)xₙ → √(m²c⁴ + p²c²) − mc².

**Solution.** Since p²/2m = 2mc²t, the limit is mc²·2tu = mc²(s − 1). Also (mc²)²(1 + 4t) = m²c⁴ + p²c², so mc²s is the required square root.

```lean
/-- The energies `(p²/2m) Xₙ` of the rearranged iteration converge to the relativistic
kinetic energy `√(m²c⁴ + p²c²) - mc²` for every nonzero momentum and every start `x ≥ 0`. -/
theorem damped_energy_tendsto {m c p x : ℝ} (hm : 0 < m) (hc : 0 < c) (hp : p ≠ 0)
    (hx : 0 ≤ x) :
    Tendsto (fun n => p ^ 2 / (2 * m) * (dampedStep (p ^ 2 / (4 * m ^ 2 * c ^ 2)))^[n] x)
      atTop (𝓝 (√(m ^ 2 * c ^ 4 + p ^ 2 * c ^ 2) - m * c ^ 2)) := by
  have ht : 0 < p ^ 2 / (4 * m ^ 2 * c ^ 2) := by positivity
  have htd : p ^ 2 / (4 * m ^ 2 * c ^ 2) * (4 * m ^ 2 * c ^ 2) = p ^ 2 :=
    div_mul_cancel₀ _ (by positivity)
  generalize p ^ 2 / (4 * m ^ 2 * c ^ 2) = t at ht htd ⊢
  obtain ⟨-, -, hs⟩ := nescRoot_spec ht
  have hT : p ^ 2 / (2 * m) = m * c ^ 2 * (2 * t) := by
    rw [div_eq_iff (by positivity)]
    linear_combination -htd
  have hroot : √(m ^ 2 * c ^ 4 + p ^ 2 * c ^ 2) = m * c ^ 2 * √(1 + 4 * t) := by
    rw [show m ^ 2 * c ^ 4 + p ^ 2 * c ^ 2 = (m * c ^ 2) ^ 2 * (1 + 4 * t) by
      linear_combination -c ^ 2 * htd, Real.sqrt_mul (by positivity),
      Real.sqrt_sq (by positivity)]
  have hlim : √(m ^ 2 * c ^ 4 + p ^ 2 * c ^ 2) - m * c ^ 2 =
      p ^ 2 / (2 * m) * nescRoot t := by
    rw [hroot, hT]
    linear_combination -(m * c ^ 2) * hs
  rw [hlim]
  exact ((rearrangement_cures_divergence ht).2 x hx).const_mul _

end

end FreeParticleNESC
```

```lean
#print axioms FreeParticleNESC.positive_root_iff
#print axioms FreeParticleNESC.steep_converges_only_by_hitting
#print axioms FreeParticleNESC.steep_two_cycle
#print axioms FreeParticleNESC.damped_energy_tendsto
```

```
'FreeParticleNESC.positive_root_iff' depends on axioms: [propext, Classical.choice, Quot.sound]
'FreeParticleNESC.steep_converges_only_by_hitting' depends on axioms: [propext, Classical.choice, Quot.sound]
'FreeParticleNESC.steep_two_cycle' depends on axioms: [propext, Classical.choice, Quot.sound]
'FreeParticleNESC.damped_energy_tendsto' depends on axioms: [propext, Classical.choice, Quot.sound]
```
